# Charlier polynomials are orthogonal for every linear functional with Poisson factorial moments

Fit a function of a Poisson-distributed count $k$ in the powers $1,k,k^2,\dots$ by minimising the mean-square error under that distribution, and the coefficients are coupled. With mean $a>0$, the average of $1\cdot k$ is $a$, not zero, so adding a linear term generally changes the constant already found. In a basis of polynomials orthogonal under the Poisson average, each coefficient is a separate average and stays put when the degree is raised.

The Charlier polynomials $C_n$, taken here with leading coefficient 1, form such a basis. Let $L$ be a linear functional on real polynomials with $L(X(X-1)\cdots(X-k+1))=a^k$ for every $k\ge 0$; the Poisson average is the only such functional. Then
$$L(C_mC_n)=\begin{cases}a^n\,n! & m=n,\\ 0 & m\neq n.\end{cases}$$

The photon number in a single-mode coherent state of amplitude $\alpha$ is Poisson distributed with $a=|\alpha|^2$, so for $\alpha\neq0$ the $C_n$ with this value of $a$ are orthogonal polynomials in the photon number of that state.

```lean
import Mathlib

open Polynomial

namespace CharlierOrthogonality

noncomputable section
```

## Falling factorials, Charlier polynomials and Poisson weights

Write $F_k(x)=x(x-1)\cdots(x-k+1)$, with $F_0=1$. For a count $x$, this is the number of ordered selections of $k$ distinct events. In Lean it is a product over $i=0,\dots,k-1$; the unindexed `C` there embeds a real number as a constant polynomial and is not a Charlier polynomial.

```lean
/-- The falling factorial `X (X - 1) ... (X - k + 1)` as a real polynomial. -/
def fallingFactorial (k : ℕ) : ℝ[X] := ∏ i ∈ Finset.range k, (X - C (i : ℝ))
```

The Charlier polynomial `charlier a n` is
$$C_n(x)=\sum_{k=0}^{n}\binom nk(-a)^{n-k}F_k(x),$$
so $C_0=1$ and $C_1=x-a$. The leading coefficient is 1, which fixes the normalisation.

```lean
/-- The monic Charlier polynomial of degree `n` with parameter `a`, expanded in falling
factorials. -/
def charlier (a : ℝ) (n : ℕ) : ℝ[X] :=
  ∑ k ∈ Finset.range (n + 1), C ((n.choose k : ℝ) * (-a) ^ (n - k)) * fallingFactorial k
```

The weight of the count $k$ is $w(k)=e^{-a}a^k/k!$. The definition accepts any real $a$, though only $a\ge 0$ gives probabilities.

```lean
/-- The Poisson weight `exp(-a) a^k / k!` of the count `k`. -/
def poissonWeight (a : ℝ) (k : ℕ) : ℝ := Real.exp (-a) * (a ^ k / (k.factorial : ℝ))
```

## Raising the degree

Taking the factor $x$ out of $F_{k+1}$ leaves $(x-1)\cdots(x-k)$, hence
$$F_{k+1}(x)=x\,F_k(x-1).$$
The Lean proof is by induction on $k$, using the rule $F_{k+1}(x)=F_k(x)\,(x-k)$ that splits off the last factor. Substitution of $x-1$ is written `.comp (X - 1)`.

```lean
/-- A falling factorial is `X` times the preceding one shifted by one unit. -/
theorem fallingFactorial_succ (k : ℕ) :
    fallingFactorial (k + 1) = X * (fallingFactorial k).comp (X - 1) := by
  have e : ∀ j, fallingFactorial (j + 1) = fallingFactorial j * (X - C (j : ℝ)) :=
    fun j => Finset.prod_range_succ _ _
  induction k with
  | zero => simp [fallingFactorial]
  | succ k ih =>
    have h2 : (fallingFactorial (k + 1)).comp (X - 1)
        = (fallingFactorial k).comp (X - 1) * (X - 1 - C (k : ℝ)) := by
      rw [e k]
      simp only [mul_comp, sub_comp, X_comp, C_comp]
    rw [e (k + 1), h2, Nat.cast_succ, C_add, C_1]
    linear_combination (X - C (k : ℝ) - 1) * ih
```

Applying this term by term gives
$$x\,C_n(x-1)=\sum_{k=0}^{n}\binom nk(-a)^{n-k}F_{k+1}(x),\qquad -a\,C_n(x)=\sum_{k=0}^{n}\binom nk(-a)^{n+1-k}F_k(x).$$
In the sum of the two, $F_{k+1}$ has coefficient $(-a)^{n-k}\left[\binom nk+\binom n{k+1}\right]=(-a)^{n-k}\binom{n+1}{k+1}$, and $F_0$ has coefficient $(-a)^{n+1}$. These are the coefficients of $C_{n+1}$, so
$$C_{n+1}(x)=x\,C_n(x-1)-a\,C_n(x).$$
In the proof, `h1` and `h2` are the two expansions, and `h3` re-indexes the second so that Pascal's rule can be applied termwise.

```lean
/-- Raising relation: `C_(n+1)(x) = x C_n(x - 1) - a C_n(x)`. -/
theorem charlier_succ (a : ℝ) (n : ℕ) :
    charlier a (n + 1) = X * (charlier a n).comp (X - 1) - C a * charlier a n := by
  have h1 : X * (charlier a n).comp (X - 1) = ∑ k ∈ Finset.range (n + 1),
      C ((n.choose k : ℝ) * (-a) ^ (n - k)) * fallingFactorial (k + 1) := by
    have hc : (charlier a n).comp (X - 1) = ∑ k ∈ Finset.range (n + 1),
        (C ((n.choose k : ℝ) * (-a) ^ (n - k)) * fallingFactorial k).comp (X - 1) := by
      rw [charlier]
      exact map_sum (eval₂RingHom (C : ℝ →+* ℝ[X]) (X - 1)) _ _
    rw [hc, Finset.mul_sum]
    refine Finset.sum_congr rfl fun k _ => ?_
    rw [fallingFactorial_succ, mul_comp, C_comp]
    ring
  have h2 : C a * charlier a n = -∑ k ∈ Finset.range (n + 1),
      C ((n.choose k : ℝ) * (-a) ^ (n + 1 - k)) * fallingFactorial k := by
    rw [charlier, Finset.mul_sum, ← Finset.sum_neg_distrib]
    refine Finset.sum_congr rfl fun k hk => ?_
    have hk' : n + 1 - k = (n - k) + 1 := by
      have := Finset.mem_range.1 hk
      omega
    rw [hk', pow_succ]
    simp only [C_mul, C_neg]
    ring
  have h3 : ∑ k ∈ Finset.range (n + 1),
      C ((n.choose k : ℝ) * (-a) ^ (n + 1 - k)) * fallingFactorial k
      = ∑ k ∈ Finset.range (n + 1),
        C ((n.choose (k + 1) : ℝ) * (-a) ^ (n - k)) * fallingFactorial (k + 1)
        + C ((-a) ^ (n + 1)) * fallingFactorial 0 := by
    let f : ℕ → ℝ[X] := fun k =>
      C ((n.choose k : ℝ) * (-a) ^ (n + 1 - k)) * fallingFactorial k
    have u := (Finset.sum_range_succ f (n + 1)).symm.trans (Finset.sum_range_succ' f (n + 1))
    simpa [f] using u
  -- Pascal's rule joins the two sums
  rw [h1, h2, h3, charlier, Finset.sum_range_succ', sub_neg_eq_add, ← add_assoc,
    ← Finset.sum_add_distrib]
  congr 1
  · refine Finset.sum_congr rfl fun k _ => ?_
    rw [Nat.choose_succ_succ', Nat.add_sub_add_right, Nat.cast_add, add_mul, C_add, add_mul]
  · simp
```

## A forward difference lowers the degree

The claim is $C_{n+1}(x+1)-C_{n+1}(x)=(n+1)C_n(x)$. For $n=0$ it reads $(x+1-a)-(x-a)=1$. Suppose it holds for $n$. The raising relation gives
$$\begin{aligned}
C_{n+2}(x+1)-C_{n+2}(x)&=C_{n+1}(x)+x\,[C_{n+1}(x)-C_{n+1}(x-1)]-a\,[C_{n+1}(x+1)-C_{n+1}(x)]\\
&=C_{n+1}(x)+(n+1)\,[x\,C_n(x-1)-a\,C_n(x)]\\
&=(n+2)\,C_{n+1}(x).
\end{aligned}$$
The induction hypothesis is used at $x-1$ and at $x$; these are `h2` and `h1`. Lean works with values at real points and returns to polynomials through `Polynomial.funext`.

```lean
/-- Lowering relation: `C_(n+1)(x + 1) - C_(n+1)(x) = (n + 1) C_n(x)`. -/
theorem charlier_difference (a : ℝ) (n : ℕ) :
    (charlier a (n + 1)).comp (X + 1) - charlier a (n + 1)
      = C ((n : ℝ) + 1) * charlier a n := by
  have r : ∀ (n : ℕ) (x : ℝ), eval x (charlier a (n + 1))
      = x * eval (x - 1) (charlier a n) - a * eval x (charlier a n) := by
    intro n x
    rw [charlier_succ]
    simp [eval_comp]
  have z : ∀ x : ℝ, eval x (charlier a 0) = 1 := by
    intro x
    simp [charlier, fallingFactorial]
  have key : ∀ (n : ℕ) (x : ℝ), eval (x + 1) (charlier a (n + 1)) - eval x (charlier a (n + 1))
      = ((n : ℝ) + 1) * eval x (charlier a n) := by
    intro n
    induction n with
    | zero =>
      intro x
      rw [r 0 (x + 1), r 0 x]
      simp only [z, Nat.cast_zero]
      ring
    | succ n ih =>
      intro x
      have h1 := ih x
      have h2 := ih (x - 1)
      rw [sub_add_cancel] at h2
      rw [r (n + 1) (x + 1), r (n + 1) x, add_sub_cancel_right]
      push_cast
      linear_combination x * h2 - a * h1 - ((n : ℝ) + 1) * r n x
  apply Polynomial.funext
  intro x
  simp only [eval_sub, eval_comp, eval_add, eval_X, eval_one, eval_mul, eval_C]
  exact key n x
```

## The Poisson average and its moments

Since $(k+1)/(k+1)!=1/k!$, neighbouring weights obey
$$(k+1)\,w(k+1)=a\,w(k).$$

```lean
/-- Neighbouring Poisson weights satisfy `(k + 1) w(k + 1) = a w(k)`. -/
theorem poissonWeight_succ (a : ℝ) (k : ℕ) :
    poissonWeight a (k + 1) * ((k : ℝ) + 1) = a * poissonWeight a k := by
  have h1 : (k.factorial : ℝ) ≠ 0 := by positivity
  have h2 : (k : ℝ) + 1 ≠ 0 := by positivity
  unfold poissonWeight
  rw [Nat.factorial_succ, pow_succ]
  push_cast
  field_simp
```

To average a polynomial, the series $\sum_k w(k)\,p(k)$ must converge. It is enough to treat $(k+c)^j$ for every real $c$, by induction on $j$. The case $j=0$ is the exponential series. For the step, split
$$(k+c)^{j+1}=k\,(k+c)^j+c\,(k+c)^j.$$
The second part converges by hypothesis. In the first, shifting the index turns the terms into $a\,w(k)(k+c+1)^j$, which is the hypothesis with $c+1$ for $c$. An arbitrary polynomial is a finite combination of the powers with $c=0$.

```lean
/-- The Poisson-weighted sum of any polynomial in the count converges. -/
theorem summable_poisson (a : ℝ) (p : ℝ[X]) :
    Summable fun k : ℕ => poissonWeight a k * p.eval (k : ℝ) := by
  have hw : Summable (poissonWeight a) := (Real.summable_pow_div_factorial a).mul_left _
  have hs : ∀ (j : ℕ) (c : ℝ), Summable fun k : ℕ => poissonWeight a k * ((k : ℝ) + c) ^ j := by
    intro j
    induction j with
    | zero => intro c; simpa using hw
    | succ j ih =>
      intro c
      -- a factor k is absorbed by shifting the summation index
      have e : (fun k : ℕ => poissonWeight a (k + 1) *
          (((k + 1 : ℕ) : ℝ) * (((k + 1 : ℕ) : ℝ) + c) ^ j))
          = fun k : ℕ => a * (poissonWeight a k * ((k : ℝ) + (c + 1)) ^ j) := by
        funext k
        rw [show (k : ℝ) + (c + 1) = k + 1 + c by ring]
        push_cast
        linear_combination ((k : ℝ) + 1 + c) ^ j * poissonWeight_succ a k
      have h0 := (ih (c + 1)).mul_left a
      rw [← e] at h0
      have h1 : Summable fun k : ℕ => poissonWeight a k * ((k : ℝ) * ((k : ℝ) + c) ^ j) :=
        (summable_nat_add_iff 1).1 h0
      convert h1.add ((ih c).mul_left c) using 1
      funext k
      try simp only [Pi.add_apply]
      rw [pow_succ]
      ring
  simp only [eval_eq_sum_range, Finset.mul_sum]
  refine summable_sum fun j _ => ?_
  have h := (hs j 0).mul_left (p.coeff j)
  have e : (fun k : ℕ => p.coeff j * (poissonWeight a k * ((k : ℝ) + 0) ^ j))
      = fun k : ℕ => poissonWeight a k * (p.coeff j * (k : ℝ) ^ j) := by
    funext k
    rw [add_zero]
    ring
  rw [e] at h
  exact h
```

Convergence makes the average $\langle p\rangle=\sum_{k\ge0}w(k)\,p(k)$ additive, and constant factors can be taken out of the sum, so it is a linear functional.

```lean
/-- The Poisson average of a polynomial in the count, as a linear functional. -/
def poissonAverage (a : ℝ) : ℝ[X] →ₗ[ℝ] ℝ where
  toFun p := ∑' k : ℕ, poissonWeight a k * p.eval (k : ℝ)
  map_add' p q := by
    simp only [eval_add, mul_add]
    exact (summable_poisson a p).tsum_add (summable_poisson a q)
  map_smul' r p := by
    simp only [eval_smul, smul_eq_mul, RingHom.id_apply]
    rw [← tsum_mul_left]
    exact tsum_congr fun k => by ring
```

The $k=0$ term of $\langle X\,q(X)\rangle$ vanishes, and therefore
$$\langle X\,q(X)\rangle=\sum_{k\ge0}w(k+1)(k+1)\,q(k+1)=a\sum_{k\ge0}w(k)\,q(k+1)=a\,\langle q(X+1)\rangle.$$

```lean
/-- Shift identity: the Poisson average of `X q(X)` is `a` times that of `q(X + 1)`. -/
theorem poissonAverage_X_mul (a : ℝ) (q : ℝ[X]) :
    poissonAverage a (X * q) = a * poissonAverage a (q.comp (X + 1)) := by
  change ∑' k : ℕ, poissonWeight a k * (X * q).eval (k : ℝ)
    = a * ∑' k : ℕ, poissonWeight a k * (q.comp (X + 1)).eval (k : ℝ)
  have z : poissonWeight a 0 * (X * q).eval ((0 : ℕ) : ℝ) = 0 := by simp
  rw [(summable_poisson a (X * q)).tsum_eq_zero_add, ← tsum_mul_left, z, zero_add]
  refine tsum_congr fun k => ?_
  simp only [eval_mul, eval_X, eval_comp, eval_add, eval_one, Nat.cast_add, Nat.cast_one]
  linear_combination q.eval ((k : ℝ) + 1) * poissonWeight_succ a k
```

With $q(x)=F_k(x-1)$ this becomes $\langle F_{k+1}\rangle=a\langle F_k\rangle$. Normalisation, $\langle 1\rangle=e^{-a}e^{a}=1$, starts the recursion, and $\langle F_k\rangle=a^k$ follows. The Poisson average is thus a concrete functional of the kind the theorem requires.

```lean
/-- The Poisson average has factorial moments `a^k`. -/
theorem poissonAverage_witness (a : ℝ) (k : ℕ) :
    poissonAverage a (fallingFactorial k) = a ^ k := by
  induction k with
  | zero =>
    change ∑' k : ℕ, poissonWeight a k * (fallingFactorial 0).eval (k : ℝ) = a ^ 0
    have h : ∑' n : ℕ, a ^ n / (n.factorial : ℝ) = Real.exp a := by
      rw [Real.exp_eq_exp_ℝ, NormedSpace.exp_eq_tsum_div]
    simp only [fallingFactorial, Finset.range_zero, Finset.prod_empty, eval_one, mul_one,
      poissonWeight, pow_zero]
    rw [tsum_mul_left, h, ← Real.exp_add, neg_add_cancel, Real.exp_zero]
  | succ k ih =>
    have s : ((fallingFactorial k).comp (X - 1)).comp (X + 1) = fallingFactorial k := by
      rw [comp_assoc]
      simp
    rw [fallingFactorial_succ, poissonAverage_X_mul, s, ih, pow_succ']
```

## The moments determine the functional

In Lean, `L : ℝ[X] →ₗ[ℝ] ℝ` is an arbitrary linear functional: neither positivity nor a representation as a sum is assumed. The only condition is `hL`, the list of factorial moments $a^k$; for $a\ge0$ these are the factorial moments of a Poisson-distributed count with mean $a$.

To identify $L$ with $\langle\cdot\rangle$, show by induction on $j$ that they agree on $X^jF_k$ for all $k$. The case $j=0$ is the moment condition, and the step uses
$$X^{j+1}F_k=X^jF_{k+1}+k\,X^jF_k.$$
Setting $k=0$ gives agreement on every power $X^j$.

The proof turns on the Mathlib lemma `Polynomial.lhom_ext'`, which says that two linear maps out of a polynomial ring are equal once they agree after composition with each monomial map $r\mapsto rX^j$. `LinearMap.ext_ring` then reduces each comparison to $r=1$, a single equation per power. From here on the abstract $L$ can be replaced by a series whose index can be shifted.

```lean
/-- A linear functional on polynomials with factorial moments `a^k` is the Poisson average. -/
theorem eq_poissonAverage (a : ℝ) (L : ℝ[X] →ₗ[ℝ] ℝ)
    (hL : ∀ k, L (fallingFactorial k) = a ^ k) : L = poissonAverage a := by
  have key : ∀ j k : ℕ, L (X ^ j * fallingFactorial k)
      = poissonAverage a (X ^ j * fallingFactorial k) := by
    intro j
    induction j with
    | zero => intro k; rw [pow_zero, one_mul, hL, poissonAverage_witness]
    | succ j ih =>
      intro k
      have s : fallingFactorial (k + 1) = fallingFactorial k * (X - C (k : ℝ)) :=
        Finset.prod_range_succ _ _
      have e : X ^ (j + 1) * fallingFactorial k
          = X ^ j * fallingFactorial (k + 1) + (k : ℝ) • (X ^ j * fallingFactorial k) := by
        rw [s, smul_eq_C_mul]
        ring
      rw [e, map_add, map_add, map_smul, map_smul, ih (k + 1), ih k]
  refine Polynomial.lhom_ext' fun j => LinearMap.ext_ring ?_
  have h := key j 0
  rw [show X ^ j * fallingFactorial 0 = monomial j (1 : ℝ) by
    simp [fallingFactorial, ← X_pow_eq_monomial]] at h
  exact h
```

The conditions for $k=0$ and $k=1$ alone are not enough. Let $a$ be a positive integer and $L(p)=p(a)$, the functional of a count that always equals $a$. Then $L(F_0)=1$ and $L(F_1)=a$ as required, but $L(F_2)=a^2-a\neq a^2$. The conclusion fails too: $L(C_1^2)=(a-a)^2=0$, whereas the formula gives $a$.

## Both indices drop together

Multiply the raising relation by a polynomial $q$, average, and apply the shift identity to the first term:
$$\langle C_{n+1}\,q\rangle=a\,\langle C_n(X)\,q(X+1)\rangle-a\,\langle C_n\,q\rangle=a\,\langle C_n(X)\,[q(X+1)-q(X)]\rangle.$$
This summation by parts is `step` in the code. For $q=C_0=1$ the difference vanishes, so $\langle C_{n+1}C_0\rangle=0$. For the product $C_{m+1}C_{n+1}$, the lowering relation gives
$$\langle C_{m+1}C_{n+1}\rangle=a\,(n+1)\,\langle C_mC_n\rangle.$$
Repeating this ends at $\langle C_0C_0\rangle=1$ if the indices are equal, with accumulated factor $a^n\,n!$, and otherwise at a vanishing average. The Lean induction runs on $m$ with `generalizing n`, because $n$ changes at each step as well.

```lean
/-- Charlier orthogonality: if `L` has the factorial moments `a^k`, then `L (C_m C_n)` is
`a^n n!` for `m = n` and zero otherwise. -/
theorem charlier_orthogonality (a : ℝ) (L : ℝ[X] →ₗ[ℝ] ℝ)
    (hL : ∀ k, L (fallingFactorial k) = a ^ k) (m n : ℕ) :
    L (charlier a m * charlier a n) = if m = n then a ^ n * (n.factorial : ℝ) else 0 := by
  rw [eq_poissonAverage a L hL]
  -- summation by parts: raising one factor becomes a forward difference of the other
  have step : ∀ (n : ℕ) (q : ℝ[X]), poissonAverage a (charlier a (n + 1) * q)
      = a * poissonAverage a (charlier a n * (q.comp (X + 1) - q)) := by
    intro n q
    have e : charlier a (n + 1) * q
        = X * ((charlier a n).comp (X - 1) * q) - a • (charlier a n * q) := by
      rw [charlier_succ, smul_eq_C_mul]
      ring
    have s : ((charlier a n).comp (X - 1)).comp (X + 1) = charlier a n := by
      rw [comp_assoc]
      simp
    rw [e, map_sub, map_smul, poissonAverage_X_mul, mul_comp, s, mul_sub, map_sub, smul_eq_mul]
    ring
  have one : charlier a 0 = 1 := by simp [charlier, fallingFactorial]
  have zero : ∀ n, poissonAverage a (charlier a (n + 1) * charlier a 0) = 0 := by
    intro n
    rw [step, one]
    simp
  induction m generalizing n with
  | zero =>
    cases n with
    | zero =>
      have h := poissonAverage_witness a 0
      simpa [fallingFactorial, one] using h
    | succ n =>
      rw [mul_comm, zero, if_neg (by omega)]
  | succ m ih =>
    cases n with
    | zero => rw [zero, if_neg (by omega)]
    | succ n =>
      -- both indices drop by one
      have e : charlier a m * (C ((n : ℝ) + 1) * charlier a n)
          = ((n : ℝ) + 1) • (charlier a m * charlier a n) := by
        rw [smul_eq_C_mul]
        ring
      rw [step, charlier_difference, e, map_smul, ih, smul_eq_mul]
      by_cases h : m = n
      · subst h
        rw [if_pos rfl, if_pos rfl, Nat.factorial_succ]
        push_cast
        ring
      · rw [if_neg h, if_neg (by omega)]
        ring
```

For $a>0$, the polynomials $C_n/\sqrt{a^n\,n!}$ are orthonormal. At $a=0$ all the weight sits on $k=0$ and $L(C_n^2)=0$ for $n\ge1$; for $a<0$ the identity still holds, but $L(C_1^2)=a$ is negative and $L$ defines no inner product. Whether every square-summable function of the count can be expanded in the $C_n$ is a separate question of completeness, which the theorem does not address.

## Orthogonality as a sum over counts

Applied to the Poisson average itself, the theorem reads
$$\sum_{k=0}^{\infty}e^{-a}\frac{a^k}{k!}\,C_m(k)\,C_n(k)=\begin{cases}a^n\,n! & m=n,\\ 0 & m\neq n.\end{cases}$$
`HasSum` states that the series converges and that its sum is the value on the right.

```lean
/-- Orthogonality as a convergent sum over the counts `k = 0, 1, 2, ...` with weights
`exp(-a) a^k / k!`. -/
theorem charlier_hasSum (a : ℝ) (m n : ℕ) :
    HasSum (fun k : ℕ => poissonWeight a k *
        ((charlier a m).eval (k : ℝ) * (charlier a n).eval (k : ℝ)))
      (if m = n then a ^ n * (n.factorial : ℝ) else 0) := by
  have h := (summable_poisson a (charlier a m * charlier a n)).hasSum
  have t : ∑' k : ℕ, poissonWeight a k * (charlier a m * charlier a n).eval (k : ℝ)
      = if m = n then a ^ n * (n.factorial : ℝ) else 0 :=
    charlier_orthogonality a (poissonAverage a) (poissonAverage_witness a) m n
  rw [t] at h
  simpa only [eval_mul] using h

end

end CharlierOrthogonality
```

```lean
#print axioms CharlierOrthogonality.charlier_orthogonality
#print axioms CharlierOrthogonality.charlier_hasSum
```

```
'CharlierOrthogonality.charlier_orthogonality' depends on axioms: [propext, Classical.choice, Quot.sound]
'CharlierOrthogonality.charlier_hasSum' depends on axioms: [propext, Classical.choice, Quot.sound]
```
